# Angular grids exact to degree $L$ average $e^{r\langle k,u\rangle}$ with error $O(r^{L+1})$ at small radius $r$

In a molecular integration grid built from spherical shells around each nucleus, the inner shells are often given fewer angular points than the outer ones. For exponentials of a linear function, and for s-type Gaussians centred anywhere, the error of such a coarse shell can be bounded explicitly in terms of its radius, provided that the angular weights are nonnegative and the angular rule is exact for polynomials up to a known degree.

In Lean 4 with Mathlib:

```lean
import Mathlib

open MeasureTheory
open scoped Pointwise

namespace AngularGridPruning

noncomputable section

/-- Three-dimensional Euclidean space. -/
abbrev Space : Type := EuclideanSpace ℝ (Fin 3)

/-- The unit sphere of directions. -/
abbrev Sphere : Type := Metric.sphere (0 : Space) 1

/-- The surface measure of the unit sphere, divided by the total area. -/
def uniform : Measure Sphere :=
  ((volume : Measure Space).toSphere Set.univ)⁻¹ • (volume : Measure Space).toSphere

/-- The uniform measure on the sphere has total mass one. -/
instance uniform_isProbability : IsProbabilityMeasure uniform := by
  have h : (volume : Measure Space).toSphere Set.univ ≠ 0 := by
    rw [Measure.toSphere_apply_univ, finrank_euclideanSpace_fin]
    exact mul_ne_zero (by norm_num) (Metric.measure_ball_pos volume (0 : Space) one_pos).ne'
  constructor
  rw [uniform, Measure.smul_apply, smul_eq_mul]
  exact ENNReal.inv_mul_cancel h (measure_ne_top _ _)

/-- The normalized spherical average of a function of direction. -/
def sphereAverage (f : Sphere → ℝ) : ℝ := ∫ u, f u ∂uniform

/-- A polynomial in the Cartesian coordinates, restricted to the sphere. -/
def polyOn (p : MvPolynomial (Fin 3) ℝ) (u : Sphere) : ℝ := MvPolynomial.eval u.1.ofLp p

/-- An angular grid: nodes on the unit sphere with nonnegative weights. -/
structure AngularRule (ι : Type) where
  node : ι → Sphere
  weight : ι → ℝ
  weight_nonneg : ∀ i, 0 ≤ weight i

variable {ι : Type} [Fintype ι]

/-- The weighted sum of a function over the grid. -/
def AngularRule.apply (Q : AngularRule ι) (f : Sphere → ℝ) : ℝ :=
  ∑ i, Q.weight i * f (Q.node i)

/-- The grid reproduces the spherical average of every polynomial of degree at most `L`. -/
def AngularRule.ExactTo (Q : AngularRule ι) (L : ℕ) : Prop :=
  ∀ p : MvPolynomial (Fin 3) ℝ, p.totalDegree ≤ L → Q.apply (polyOn p) = sphereAverage (polyOn p)

/-- Polynomials are continuous on the sphere. -/
theorem continuous_polyOn (p : MvPolynomial (Fin 3) ℝ) : Continuous (polyOn p) :=
  (MvPolynomial.continuous_eval p).comp
    (by fun_prop : Continuous fun u : Sphere => u.1.ofLp)

/-- The Taylor polynomial of the exponential with `n` terms has error at most
`|t|^n exp |t| / n!`. -/
theorem exp_taylor_error (t : ℝ) (n : ℕ) :
    |Real.exp t - ∑ m ∈ Finset.range n, t ^ m / (m.factorial : ℝ)|
      ≤ |t| ^ n / (n.factorial : ℝ) * Real.exp |t| := by
  have hs := Real.summable_pow_div_factorial
  have he : ∀ s : ℝ, Real.exp s = ∑' m : ℕ, s ^ m / (m.factorial : ℝ) := fun s => by
    rw [Real.exp_eq_exp_ℝ, NormedSpace.exp_eq_tsum_div]
  have h1 : ∑ m ∈ Finset.range n, t ^ m / (m.factorial : ℝ)
      + ∑' m : ℕ, t ^ (m + n) / ((m + n).factorial : ℝ)
      = ∑' m : ℕ, t ^ m / (m.factorial : ℝ) := (hs t).sum_add_tsum_nat_add n
  have h2 : Real.exp t - ∑ m ∈ Finset.range n, t ^ m / (m.factorial : ℝ)
      = ∑' m : ℕ, t ^ (m + n) / ((m + n).factorial : ℝ) := by
    rw [he t, ← h1, add_sub_cancel_left]
  have hg : HasSum (fun m : ℕ => |t| ^ n / (n.factorial : ℝ) * (|t| ^ m / (m.factorial : ℝ)))
      (|t| ^ n / (n.factorial : ℝ) * Real.exp |t|) := by
    rw [he |t|]
    exact (hs |t|).hasSum.mul_left _
  rw [h2, ← Real.norm_eq_abs (∑' m : ℕ, t ^ (m + n) / ((m + n).factorial : ℝ))]
  -- compare the tail term by term, using n! m! ≤ (m + n)!
  refine tsum_of_norm_bounded hg fun m => ?_
  change ‖t ^ (m + n) / ((m + n).factorial : ℝ)‖
    ≤ |t| ^ n / (n.factorial : ℝ) * (|t| ^ m / (m.factorial : ℝ))
  have hfac : n.factorial * m.factorial ≤ (m + n).factorial := by
    rw [add_comm m n]
    exact Nat.le_of_dvd (Nat.factorial_pos _) (Nat.factorial_mul_factorial_dvd_factorial_add n m)
  rw [Real.norm_eq_abs, abs_div, abs_pow, Nat.abs_cast, div_mul_div_comm, ← pow_add,
    add_comm n m]
  exact div_le_div_of_nonneg_left (by positivity) (by positivity) (by exact_mod_cast hfac)

/-- If a continuous function is within `δ` of a polynomial of degree at most `L` on the sphere,
a grid exact to degree `L` averages it with error at most `2 δ`. -/
theorem error_le_of_approx {Q : AngularRule ι} {L : ℕ} (hQ : Q.ExactTo L) {f : Sphere → ℝ}
    (hf : Continuous f) {p : MvPolynomial (Fin 3) ℝ} (hp : p.totalDegree ≤ L) {δ : ℝ}
    (h : ∀ u, |f u - polyOn p u| ≤ δ) : |Q.apply f - sphereAverage f| ≤ 2 * δ := by
  have hw : ∑ i, Q.weight i = 1 := by
    simpa [AngularRule.apply, sphereAverage, polyOn] using hQ 1 (by simp)
  have hA : |Q.apply f - Q.apply (polyOn p)| ≤ δ := by
    unfold AngularRule.apply
    rw [← Finset.sum_sub_distrib]
    calc _ ≤ ∑ i, |Q.weight i * f (Q.node i) - Q.weight i * polyOn p (Q.node i)| :=
          Finset.abs_sum_le_sum_abs _ _
      _ ≤ ∑ i, Q.weight i * δ := Finset.sum_le_sum fun i _ => by
          rw [← mul_sub, abs_mul, abs_of_nonneg (Q.weight_nonneg i)]
          exact mul_le_mul_of_nonneg_left (h _) (Q.weight_nonneg i)
      _ = δ := by rw [← Finset.sum_mul, hw, one_mul]
  have hint : ∀ g : Sphere → ℝ, Continuous g → Integrable g uniform := fun g hg =>
    hg.integrable_of_hasCompactSupport (HasCompactSupport.of_compactSpace g)
  have hB : |sphereAverage f - sphereAverage (polyOn p)| ≤ δ := by
    unfold sphereAverage
    rw [← integral_sub (hint _ hf) (hint _ (continuous_polyOn p)), ← Real.norm_eq_abs]
    have hb : ∀ᵐ u ∂uniform, ‖f u - polyOn p u‖ ≤ δ := Filter.Eventually.of_forall h
    simpa using norm_integral_le_of_norm_le_const hb
  rw [hQ p hp] at hA
  rw [abs_le] at *
  constructor <;> linarith [hA.1, hA.2, hB.1, hB.2]

/-- For `r ≥ 0` and `x = r ‖k‖`, a grid with nonnegative weights exact to degree `L` averages
`exp (r ⟨k, u⟩)` with error at most `2 x^(L+1) exp x / (L+1)!`. -/
theorem exponential_error {Q : AngularRule ι} {L : ℕ} (hQ : Q.ExactTo L) (k : Space) {r : ℝ}
    (hr : 0 ≤ r) :
    |Q.apply (fun u => Real.exp (r * inner ℝ k u.1))
        - sphereAverage (fun u => Real.exp (r * inner ℝ k u.1))|
      ≤ 2 * (r * ‖k‖) ^ (L + 1) * Real.exp (r * ‖k‖) / ((L + 1).factorial : ℝ) := by
  -- the Taylor polynomial, built from the linear form r ⟨k, u⟩
  let l : MvPolynomial (Fin 3) ℝ := ∑ i, MvPolynomial.C (r * k i) * MvPolynomial.X i
  let p : MvPolynomial (Fin 3) ℝ :=
    ∑ m ∈ Finset.range (L + 1), MvPolynomial.C (1 / (m.factorial : ℝ)) * l ^ m
  have hl : l.totalDegree ≤ 1 := MvPolynomial.totalDegree_finsetSum_le fun i _ =>
    (MvPolynomial.totalDegree_mul _ _).trans (by
      simp only [MvPolynomial.totalDegree_C, MvPolynomial.totalDegree_X, zero_add, le_refl])
  have hp : p.totalDegree ≤ L := MvPolynomial.totalDegree_finsetSum_le fun m hm => by
    have h1 := MvPolynomial.totalDegree_mul (MvPolynomial.C (1 / (m.factorial : ℝ))) (l ^ m)
    have h2 := MvPolynomial.totalDegree_pow l m
    have h3 := Nat.mul_le_mul_left m hl
    rw [MvPolynomial.totalDegree_C] at h1
    have h4 := Finset.mem_range.mp hm
    omega
  have hle : ∀ u : Sphere, MvPolynomial.eval u.1.ofLp l = r * inner ℝ k u.1 := fun u => by
    simp [l, PiLp.inner_apply, Fin.sum_univ_three]
    ring
  have hpe : ∀ u : Sphere, polyOn p u
      = ∑ m ∈ Finset.range (L + 1), (r * inner ℝ k u.1) ^ m / (m.factorial : ℝ) := fun u => by
    simp only [polyOn, p, map_sum, map_mul, map_pow, MvPolynomial.eval_C, hle]
    exact Finset.sum_congr rfl fun m _ => by ring
  have key := error_le_of_approx hQ
    (f := fun u => Real.exp (r * inner ℝ k u.1)) (by fun_prop) hp
    (δ := (r * ‖k‖) ^ (L + 1) / ((L + 1).factorial : ℝ) * Real.exp (r * ‖k‖)) fun u => by
      have hx : |r * inner ℝ k u.1| ≤ r * ‖k‖ := by
        have hc := abs_real_inner_le_norm k u.1
        rw [norm_eq_of_mem_sphere u, mul_one] at hc
        rw [abs_mul, abs_of_nonneg hr]
        exact mul_le_mul_of_nonneg_left hc hr
      rw [hpe]
      refine (exp_taylor_error _ _).trans ?_
      gcongr
  exact key.trans (le_of_eq (by ring))

/-- For a grid with nonnegative weights exact to degree `L`, and `R ≥ 0`, `0 ≤ s ≤ 1`, the error in
averaging `exp (s R ⟨k, u⟩)` is at most `s^(L+1)` times the bound of `exponential_error` at radius
`R`. -/
theorem error_on_smaller_shell {Q : AngularRule ι} {L : ℕ} (hQ : Q.ExactTo L) (k : Space)
    {R s : ℝ} (hR : 0 ≤ R) (hs : 0 ≤ s) (hs1 : s ≤ 1) :
    |Q.apply (fun u => Real.exp (s * R * inner ℝ k u.1))
        - sphereAverage (fun u => Real.exp (s * R * inner ℝ k u.1))|
      ≤ s ^ (L + 1) *
        (2 * (R * ‖k‖) ^ (L + 1) * Real.exp (R * ‖k‖) / ((L + 1).factorial : ℝ)) := by
  refine (exponential_error hQ k (mul_nonneg hs hR)).trans ?_
  have hx : s * R * ‖k‖ ≤ R * ‖k‖ :=
    mul_le_mul_of_nonneg_right (mul_le_of_le_one_left hR hs1) (norm_nonneg k)
  calc _ = s ^ (L + 1) * (2 * (R * ‖k‖) ^ (L + 1) * Real.exp (s * R * ‖k‖)
        / ((L + 1).factorial : ℝ)) := by rw [mul_assoc s R, mul_pow s]; ring
    _ ≤ _ := by gcongr

/-- On the shell of radius `r ≥ 0`, a grid with nonnegative weights exact to degree `L` averages a
Gaussian of exponent `a ≥ 0` centred at `A` with error at most
`2 (2 a r ‖A‖)^(L+1) / (L+1)! * exp (-a (r - ‖A‖)²)`. -/
theorem gaussian_error {Q : AngularRule ι} {L : ℕ} (hQ : Q.ExactTo L) (A : Space) {a r : ℝ}
    (ha : 0 ≤ a) (hr : 0 ≤ r) :
    |Q.apply (fun u => Real.exp (-a * ‖r • u.1 - A‖ ^ 2))
        - sphereAverage (fun u => Real.exp (-a * ‖r • u.1 - A‖ ^ 2))|
      ≤ 2 * (2 * a * r * ‖A‖) ^ (L + 1) / ((L + 1).factorial : ℝ)
        * Real.exp (-a * (r - ‖A‖) ^ 2) := by
  -- on the shell the Gaussian is a constant times an exponential of a linear form
  have hf : (fun u : Sphere => Real.exp (-a * ‖r • u.1 - A‖ ^ 2)) = fun u : Sphere =>
      Real.exp (-a * (r ^ 2 + ‖A‖ ^ 2)) * Real.exp (r * inner ℝ ((2 * a) • A) u.1) := by
    funext u
    rw [← Real.exp_add, norm_sub_sq_real, norm_smul, norm_eq_of_mem_sphere u,
      real_inner_smul_left, real_inner_smul_left, real_inner_comm A u.1, Real.norm_eq_abs,
      mul_one, sq_abs]
    congr 1
    ring
  have hk : ‖(2 * a) • A‖ = 2 * a * ‖A‖ := by
    rw [norm_smul, Real.norm_eq_abs, abs_of_nonneg (by positivity)]
  have h := mul_le_mul_of_nonneg_left (exponential_error hQ ((2 * a) • A) hr)
    (Real.exp_pos (-a * (r ^ 2 + ‖A‖ ^ 2))).le
  have he : Real.exp (-a * (r - ‖A‖) ^ 2)
      = Real.exp (-a * (r ^ 2 + ‖A‖ ^ 2)) * Real.exp (r * (2 * a * ‖A‖)) := by
    rw [← Real.exp_add]
    congr 1
    ring
  rw [hf, he]
  simp only [AngularRule.apply, sphereAverage, integral_const_mul, mul_left_comm (Q.weight _),
    ← Finset.mul_sum] at h ⊢
  rw [← mul_sub, abs_mul, abs_of_pos (Real.exp_pos _)]
  refine h.trans (le_of_eq ?_)
  rw [hk]
  ring

/-- The spherical average of a continuous function is unchanged by inversion. -/
theorem sphereAverage_neg {f : Sphere → ℝ} (hf : Continuous f) :
    sphereAverage (fun u => f (-u)) = sphereAverage f := by
  have hn : Measurable (fun u : Sphere => -u) := continuous_neg.measurable
  have hmap : uniform.map (fun u : Sphere => -u) = uniform := by
    ext s hs
    have hset : Set.Ioo (0 : ℝ) 1 • (Subtype.val '' ((fun u : Sphere => -u) ⁻¹' s))
        = (-1 : ℝ) • (Set.Ioo (0 : ℝ) 1 • (Subtype.val '' s : Set Space)) := by
      ext x
      constructor
      · rintro ⟨a, ha, _, ⟨v, hv, rfl⟩, rfl⟩
        exact ⟨a • (-v).1, ⟨a, ha, _, ⟨-v, hv, rfl⟩, rfl⟩, by simp⟩
      · rintro ⟨_, ⟨a, ha, _, ⟨v, hv, rfl⟩, rfl⟩, rfl⟩
        exact ⟨a, ha, _, ⟨-v, by simpa using hv, rfl⟩, by simp⟩
    rw [Measure.map_apply hn hs, uniform, Measure.smul_apply, Measure.smul_apply,
      Measure.toSphere_apply' _ (hn hs), Measure.toSphere_apply' _ hs, hset,
      Measure.addHaar_smul]
    simp
  unfold sphereAverage
  rw [← integral_map hn.aemeasurable hf.aestronglyMeasurable, hmap]

/-- The two-point grid at opposite directions `e` and `-e`, with weights one half. -/
def antipodal (e : Sphere) : AngularRule (Fin 2) where
  node := ![e, -e]
  weight := fun _ => 1 / 2
  weight_nonneg := fun _ => by norm_num

/-- The antipodal two-point grid is exact to degree one. -/
theorem antipodal_witness (e : Sphere) : (antipodal e).ExactTo 1 := by
  intro p hp
  -- p(u) + p(-u) does not depend on the direction u
  obtain ⟨c, hc⟩ : ∃ c : ℝ, ∀ u : Sphere, polyOn p u + polyOn p (-u) = c := by
    refine ⟨∑ d ∈ p.support, p.coeff d * (if d 0 + d 1 + d 2 = 0 then 2 else 0), fun u => ?_⟩
    unfold polyOn
    rw [MvPolynomial.eval_eq', MvPolynomial.eval_eq', ← Finset.sum_add_distrib]
    refine Finset.sum_congr rfl fun d hd => ?_
    have h1 := (MvPolynomial.le_totalDegree hd).trans hp
    rw [Finsupp.sum_fintype _ _ (fun _ => rfl), Fin.sum_univ_three] at h1
    have h2 : (d 0 = 0 ∧ d 1 = 0 ∧ d 2 = 0) ∨ (d 0 = 1 ∧ d 1 = 0 ∧ d 2 = 0) ∨
        (d 0 = 0 ∧ d 1 = 1 ∧ d 2 = 0) ∨ (d 0 = 0 ∧ d 1 = 0 ∧ d 2 = 1) := by omega
    rw [← mul_add]
    congr 1
    rcases h2 with ⟨a, b, c⟩ | ⟨a, b, c⟩ | ⟨a, b, c⟩ | ⟨a, b, c⟩ <;>
      norm_num [Fin.prod_univ_three, a, b, c]
  have hneg : (fun u => polyOn p (-u)) = fun u => c - polyOn p u := by
    funext u
    linarith [hc u]
  have hi : Integrable (polyOn p) uniform :=
    (continuous_polyOn p).integrable_of_hasCompactSupport (HasCompactSupport.of_compactSpace _)
  have havg := sphereAverage_neg (continuous_polyOn p)
  rw [hneg] at havg
  unfold sphereAverage at havg
  rw [integral_sub (integrable_const c) hi, integral_const, probReal_univ, one_smul] at havg
  have hq : (antipodal e).apply (polyOn p) = 1 / 2 * polyOn p e + 1 / 2 * polyOn p (-e) := by
    simp [AngularRule.apply, antipodal, Fin.sum_univ_two]
  rw [hq]
  unfold sphereAverage
  linarith [hc e]

end

end AngularGridPruning
```

```lean
#print axioms AngularGridPruning.error_on_smaller_shell
#print axioms AngularGridPruning.gaussian_error
```

```
'AngularGridPruning.error_on_smaller_shell' depends on axioms: [propext, Classical.choice, Quot.sound]
'AngularGridPruning.gaussian_error' depends on axioms: [propext, Classical.choice, Quot.sound]
```

## The bound and its hypotheses

Put the nucleus at the origin. A point on the shell of radius $r\ge 0$ is $ru$, where $u$ is a unit vector. An angular rule $Q$ has finitely many nodes $u_i$ and weights $w_i\ge 0$, and replaces the average $\langle f\rangle$ of a function $f$ over all directions by $Q(f)=\sum_i w_i f(u_i)$. Suppose that $Q(p)=\langle p\rangle$ for every real polynomial $p$ in the Cartesian coordinates of total degree at most $L$. Then `exponential_error` states, for any $k\in\mathbb R^3$ and $x=r\|k\|$,

$$\left|Q(e^{r\langle k,u\rangle})-\langle e^{r\langle k,u\rangle}\rangle\right|\le \frac{2x^{L+1}e^x}{(L+1)!}.$$

In the code, `AngularRule` holds the nodes, the weights and their nonnegativity, while `ExactTo` is the separate exactness hypothesis. The average `sphereAverage` integrates over `uniform`, the surface measure divided by the total area, so the weights carry no factor $4\pi$. A direction `u : Sphere` has underlying vector `u.1`, and `polyOn p` is the polynomial restricted to the sphere.

The vector $k$ is real and has units of inverse length: it measures how steeply the exponential varies across the shell. For a Gaussian $e^{-a\|ru-A\|^2}$ of exponent $a\ge 0$, centred at $A$ relative to the nucleus, `gaussian_error` gives the bound

$$\frac{2(2ar\|A\|)^{L+1}}{(L+1)!}\,e^{-a(r-\|A\|)^2}.$$

This bears on pruning in electronic-structure codes for a single s-type Gaussian on one shell. A full exchange–correlation integrand, the weight functions that divide space between atoms, and the radial quadrature are all absent from the model.

## From the exponential series to the shell error

**The Taylor remainder.** For real $t$ and a natural number $n$, subtracting the first $n$ terms of the exponential series leaves a tail. Since $(m+n)!\ge m!\,n!$,

$$\left|e^t-\sum_{m=0}^{n-1}\frac{t^m}{m!}\right|
\le\sum_{m=0}^{\infty}\frac{|t|^{m+n}}{(m+n)!}
\le\frac{|t|^n}{n!}\sum_{m=0}^{\infty}\frac{|t|^m}{m!}
=\frac{|t|^n}{n!}e^{|t|}.$$

This is `exp_taylor_error`. It splits the series with `sum_add_tsum_nat_add` and compares the tail term by term with `tsum_of_norm_bounded`.

**From approximation to quadrature.** Exactness for the polynomial $1$ gives $\sum_i w_i=1$. If a continuous $f$ satisfies $|f(u)-p(u)|\le\delta$ for all $u$, with $\deg p\le L$, then

$$|Q(f)-Q(p)|\le\sum_i w_i|f(u_i)-p(u_i)|\le\delta,
\qquad |\langle f\rangle-\langle p\rangle|\le\delta.$$

Because $Q(p)=\langle p\rangle$, the triangle inequality gives $|Q(f)-\langle f\rangle|\le2\delta$. In `error_le_of_approx` these two estimates are `hA` and `hB`. Nonnegativity enters in `hA`; with weights of either sign, the same argument would give $1+\sum_i|w_i|$ in place of $2$.

**The linear exponent.** Take

$$p(u)=\sum_{m=0}^{L}\frac{(r\langle k,u\rangle)^m}{m!}.$$

Its degree is at most $L$, because $r\langle k,u\rangle$ is linear in the coordinates of $u$. Cauchy–Schwarz and $\|u\|=1$ give $|r\langle k,u\rangle|\le x$. The remainder estimate with $n=L+1$ therefore allows $\delta=x^{L+1}e^x/(L+1)!$, and doubling it gives the claim. In the proof of `exponential_error`, `l` is the linear form, `hp` the degree count and `hpe` the evaluation of $p$ on the sphere.

## Smaller shells and displaced Gaussians

Replace a radius $R\ge 0$ by $sR$ with $0\le s\le1$, and write $X=R\|k\|$. Since $e^{sX}\le e^X$,

$$\frac{2(sX)^{L+1}e^{sX}}{(L+1)!}
\le s^{L+1}\frac{2X^{L+1}e^X}{(L+1)!}.$$

This is `error_on_smaller_shell`. It compares the error on the inner shell with the bound, not the actual error, on the outer one.

For the Gaussian, expand the square:

$$e^{-a\|ru-A\|^2}=e^{-a(r^2+\|A\|^2)}\,e^{r\langle 2aA,u\rangle}.$$

The first factor is constant on the shell, so the exponential bound applies with $k=2aA$ and $x=2ar\|A\|$. The constant combines with $e^x$:

$$e^{-a(r^2+\|A\|^2)}e^{2ar\|A\|}=e^{-a(r-\|A\|)^2}.$$

These two identities are `hf` and `he` in `gaussian_error`. If $A=0$, the Gaussian is constant on the shell and the bound is zero.

## Two opposite points, with numbers

The rule `antipodal e` puts weight $1/2$ on each of $e$ and $-e$. A polynomial of degree at most one has the form $p(u)=c_0+\langle b,u\rangle$, so $p(u)+p(-u)=2c_0$ for every $u$. Inversion preserves the spherical average, hence $\langle p\rangle=c_0$, which is also what the rule returns. Thus `antipodal_witness` supplies a rule exact to degree $1$; for larger $L$ exactness remains a hypothesis on the grid.

The invariance is `sphereAverage_neg`. It compares the solid cones over a set of directions and over its inversion: one is $-1$ times the other, so their volumes agree.

Now let $k$ point along $e$. The rule gives $\cosh x$. With $t=\langle e,u\rangle$ uniformly distributed on $[-1,1]$, the true average for $x>0$ is

$$\frac12\int_{-1}^{1}e^{xt}\,dt=\frac{\sinh x}{x}.$$

For $L=1$ the bound is $x^2e^x$:

| $x$ | $\cosh x$ | $\sinh x/x$ | error | bound |
|---|---|---|---|---|
| 0.2 | 1.02007 | 1.00668 | 0.01339 | 0.04886 |
| 0.1 | 1.00500 | 1.00167 | 0.00334 | 0.01105 |

Halving the radius reduces the error by a factor of about four, in line with $s^{L+1}=1/4$.
